# Projected magnetic moment and g-factor of a spin-½ particle with $j=l-\tfrac12$

To estimate the magnetic hyperfine coupling of a nucleus with one unpaired proton, one needs a nuclear g-factor. In the single-particle shell model it comes from projecting the proton's magnetic moment on its total angular momentum. When spin and orbital motion are coupled to $j=l-\tfrac12$, the two contributions can nearly cancel, and the estimate then becomes very sensitive to the spin g-factor.

## From the scalar product to the g-factor

Let $L$ and $S$ be the orbital and spin angular momentum in units of $\hbar$, let $J=L+S$, and let $\mu=g_lL+g_sS$ be the moment in magnetons, with orbital and spin g-factors $g_l$ and $g_s$. Every component of $L$ commutes with every component of $S$. The state $\psi$ satisfies

$$L^2\psi=l(l+1)\psi,\qquad S^2\psi=\tfrac34\psi,\qquad J^2\psi=j(j+1)\psi .$$

Since $S\cdot L=L\cdot S$, expanding the product gives

$$\mu\cdot J=g_lL^2+g_sS^2+(g_l+g_s)\,L\cdot S .$$

For $g_l=g_s=1$ the left side is $J^2$, so

$$L\cdot S\,\psi=\tfrac12\left[j(j+1)-l(l+1)-\tfrac34\right]\psi .$$

If $j=l-\tfrac12$, then $j(j+1)=l^2-\tfrac14$ and the value of $L\cdot S$ is $-(l+1)/2$. Therefore

$$\mu\cdot J\,\psi=\left[g_l(l+1)\left(l-\tfrac12\right)-\tfrac{g_s}{2}\left(l-\tfrac12\right)\right]\psi
=j\left[(l+1)g_l-\tfrac{g_s}{2}\right]\psi .$$

If $j=l+\tfrac12$, the value of $L\cdot S$ is $l/2$, and the same insertion gives $(j+1)(l\,g_l+g_s/2)$.

Define $g$ by $(\mu\cdot J)\psi=g\,J^2\psi$. For $j=l-\tfrac12$ and $\psi\neq0$, dividing by $j(j+1)=j(l+\tfrac12)$ yields

$$g=\frac{(l+1)g_l-g_s/2}{l+1/2}.$$

The number multiplying $\psi$ in $\mu\cdot J\,\psi$ is the projected moment up to a factor that depends only on $j$. Its spin part is $-j\,g_s/2$, and the fraction of the whole is

$$f=\frac{-g_s/2}{(l+1)g_l-g_s/2}=\frac{g_s}{g_s-2(l+1)g_l},$$

provided the denominator is nonzero. As a numerical example for a proton with $l=2$, take $g_l=1$, for its unit charge in orbital motion, and $g_s=5.586$ as an assumed input. Then $f=5.586/(-0.414)\approx-13.5$: lowering $g_s$ by one per cent raises the projected moment by about 13.5 per cent.

The condition on $J^2$ is essential. Take $l=1$ and the product state $\psi=|1,1\rangle|{\downarrow}\rangle$, labelled by $l$, $m_l$ and the spin direction. It satisfies the conditions on $L^2$ and $S^2$, but

$$L\cdot S\,\psi=-\tfrac12\psi+\tfrac{1}{\sqrt2}|1,0\rangle|{\uparrow}\rangle .$$

Unless $g_l+g_s=0$, $\mu\cdot J\,\psi$ is not a multiple of $\psi$, and the projected moment has no definite value.

## Operators and coupled states in Lean

The space `V` is any complex vector space, and operators are its linear endomorphisms.

```lean
import Mathlib

open Matrix
open Complex (I)

namespace SchmidtMoment

noncomputable section

variable {V : Type*} [AddCommGroup V] [Module ℂ V]
```

A vector operator is a triple indexed by `Fin 3`, and `dot` keeps the order of its factors.

```lean
/-- The scalar product `A·B` of two vector operators, in this order of the factors. -/
def dot (A B : Fin 3 → Module.End ℂ V) : Module.End ℂ V := ∑ i, A i * B i

/-- The magnetic moment operator `gl L + gs S`, in units of the magneton. -/
def moment (gl gs : ℂ) (L S : Fin 3 → Module.End ℂ V) : Fin 3 → Module.End ℂ V :=
  gl • L + gs • S
```

The eigenvalue conditions are imposed on the state, since for $l\ge1$ the operator $J^2$ is not a single number on the whole product space.

```lean
/-- The state `ψ` has orbital quantum number `l`, spin one half and total quantum number `j`,
where the orbital operators `L` commute with the spin operators `S`. -/
structure IsCoupledState (L S : Fin 3 → Module.End ℂ V) (l : ℕ) (j : ℂ) (ψ : V) : Prop where
  comm : ∀ i k, Commute (L i) (S k)
  orbital : dot L L ψ = ((l : ℂ) * (l + 1)) • ψ
  spin : dot S S ψ = (3 / 4 : ℂ) • ψ
  total : dot (L + S) (L + S) ψ = (j * (j + 1)) • ψ
```

No inner product, Hermiticity or commutation relation within $L$ or within $S$ is assumed. The number `j` is complex and `l` is a natural number; `l - 1 / 2` is computed in the complex numbers. The algebra therefore also admits $l=0$, $j=-\tfrac12$, but the physical case $j=l-\tfrac12$ begins at $l=1$.

## The two values of the scalar product with J

The expansion is an operator identity. The rewriting rule `hSL` exchanges $S_iL_i$ for $L_iS_i$, and `module` collects the coefficients.

```lean
/-- The scalar product `μ·J` with `J = L + S` splits into `L²`, `S²` and the spin-orbit product. -/
theorem moment_dot_total {L S : Fin 3 → Module.End ℂ V} (h : ∀ i k, Commute (L i) (S k))
    (gl gs : ℂ) :
    dot (moment gl gs L S) (L + S) = gl • dot L L + gs • dot S S + (gl + gs) • dot L S := by
  have hSL : ∀ i, S i * L i = L i * S i := fun i => (h i i).eq.symm
  simp only [dot, moment, Fin.sum_univ_three, Pi.add_apply, Pi.smul_apply, add_mul, mul_add,
    smul_mul_assoc, hSL]
  module
```

Equal g-factors then give $L\cdot S$: the equation `e` is the expansion of $J^2$ applied to $\psi$, and `linear_combination` solves it for the mixed term.

```lean
/-- On a coupled state, `L·S` takes the value `(j(j+1) - l(l+1) - 3/4)/2`. -/
theorem spin_orbit {L S : Fin 3 → Module.End ℂ V} {l : ℕ} {j : ℂ} {ψ : V}
    (h : IsCoupledState L S l j ψ) :
    dot L S ψ = ((j * (j + 1) - l * (l + 1) - 3 / 4) / 2) • ψ := by
  -- equal g-factors turn the moment into `J` itself
  have e := LinearMap.congr_fun (moment_dot_total h.comm 1 1) ψ
  simp only [moment, one_smul, LinearMap.add_apply, LinearMap.smul_apply, h.orbital, h.spin,
    h.total] at e
  linear_combination (norm := module) (-(1 / 2) : ℂ) • e
```

Both couplings follow by inserting the three known values into the expansion.

```lean
/-- On a coupled state with `j = l - 1/2`, `μ·J` takes the value `j((l+1)gl - gs/2)`. -/
theorem moment_antialigned {L S : Fin 3 → Module.End ℂ V} {l : ℕ} {ψ : V}
    (h : IsCoupledState L S l (l - 1 / 2) ψ) (gl gs : ℂ) :
    dot (moment gl gs L S) (L + S) ψ
      = (((l : ℂ) - 1 / 2) * ((l + 1) * gl - gs / 2)) • ψ := by
  rw [moment_dot_total h.comm]
  simp only [LinearMap.add_apply, LinearMap.smul_apply, h.orbital, h.spin, spin_orbit h]
  module

/-- On a coupled state with `j = l + 1/2`, `μ·J` takes the value `(j+1)(l gl + gs/2)`. -/
theorem moment_aligned {L S : Fin 3 → Module.End ℂ V} {l : ℕ} {ψ : V}
    (h : IsCoupledState L S l (l + 1 / 2) ψ) (gl gs : ℂ) :
    dot (moment gl gs L S) (L + S) ψ = (((l : ℂ) + 3 / 2) * (l * gl + gs / 2)) • ψ := by
  rw [moment_dot_total h.comm]
  simp only [LinearMap.add_apply, LinearMap.smul_apply, h.orbital, h.spin, spin_orbit h]
  module
```

## The g-factor and the spin fraction

Division by $j$ needs $j\neq0$. Otherwise $2l=1$, which no integer satisfies.

```lean
/-- The number `l - 1/2` does not vanish for any natural number `l`. -/
theorem j_ne_zero (l : ℕ) : (l : ℂ) - 1 / 2 ≠ 0 := by
  intro h
  have h2 : (2 * l : ℂ) = 1 := by linear_combination 2 * h
  have h3 : 2 * l = 1 := by exact_mod_cast h2
  omega
```

The next theorem is an equivalence: a number `g` satisfies the defining equation exactly when it has the stated value. The auxiliary `key` removes the nonzero vector $\psi$ from both sides, and the common factor $l-\tfrac12$ is then cancelled.

```lean
/-- For `j = l - 1/2` the g-factor `g` defined by `(μ·J)ψ = g J²ψ` is
`((l+1)gl - gs/2)/(l + 1/2)`. -/
theorem g_factor_antialigned {L S : Fin 3 → Module.End ℂ V} {l : ℕ} {ψ : V}
    (h : IsCoupledState L S l (l - 1 / 2) ψ) (hψ : ψ ≠ 0) (gl gs g : ℂ) :
    dot (moment gl gs L S) (L + S) ψ = g • dot (L + S) (L + S) ψ
      ↔ g = ((l + 1) * gl - gs / 2) / (l + 1 / 2) := by
  have key : ∀ a b : ℂ, a • ψ = b • ψ ↔ a = b :=
    fun a b => ⟨fun e => smul_left_injective ℂ hψ e, fun e => by rw [e]⟩
  have h1 : (l : ℂ) + 1 / 2 ≠ 0 := by
    intro e
    have e2 : (2 * l + 1 : ℂ) = 0 := by linear_combination 2 * e
    have e3 : 2 * l + 1 = 0 := by exact_mod_cast e2
    omega
  rw [moment_antialigned h, h.total, smul_smul, key, eq_div_iff h1]
  constructor
  · intro e
    apply mul_left_cancel₀ (j_ne_zero l)
    linear_combination -e
  · intro e
    linear_combination -((l : ℂ) - 1 / 2) * e
```

This $g$ is the one in the Schmidt estimate, where the moment is $gj$ magnetons; identifying that moment with the expectation value of $\mu_z$ in the normalised state with $J_z=j$ takes the projection theorem for vector operators, which is not proved here.

For the spin fraction, the spin part is obtained from `moment_antialigned` by setting the orbital g-factor to zero. The hypothesis `hg` keeps the denominator nonzero.

```lean
/-- For `j = l - 1/2` the spin part of the projected moment is the fraction
`gs/(gs - 2(l+1)gl)` of the whole, provided the denominator is not zero. -/
theorem spin_fraction {L S : Fin 3 → Module.End ℂ V} {l : ℕ} {ψ : V}
    (h : IsCoupledState L S l (l - 1 / 2) ψ) (hψ : ψ ≠ 0) (gl gs f : ℂ)
    (hg : gs ≠ 2 * (l + 1) * gl) :
    dot (gs • S) (L + S) ψ = f • dot (moment gl gs L S) (L + S) ψ
      ↔ f = gs / (gs - 2 * (l + 1) * gl) := by
  have key : ∀ a b : ℂ, a • ψ = b • ψ ↔ a = b :=
    fun a b => ⟨fun e => smul_left_injective ℂ hψ e, fun e => by rw [e]⟩
  -- the spin part is the moment with the orbital g-factor switched off
  have hs := moment_antialigned h 0 gs
  simp only [moment, zero_smul, zero_add] at hs
  rw [hs, moment_antialigned h, smul_smul, key, eq_div_iff (sub_ne_zero.mpr hg)]
  constructor
  · intro e
    apply mul_left_cancel₀ (j_ne_zero l)
    linear_combination 2 * e
  · intro e
    linear_combination ((l : ℂ) - 1 / 2) / 2 * e
```

In the numerical case `f` is real and is defined by the equation `hf`. The proof finds its exact value, $-931/69$, and compares it with $-13$.

```lean
/-- For `l = 2`, `j = 3/2`, `gl = 1` and `gs = 5.586` the spin fraction of the projected moment is
`5.586/(5.586 - 6)`, which lies below `-13`. -/
theorem spin_fraction_d_proton {L S : Fin 3 → Module.End ℂ V} {ψ : V}
    (h : IsCoupledState L S 2 (3 / 2) ψ) (hψ : ψ ≠ 0) (f : ℝ)
    (hf : dot ((5586 / 1000 : ℂ) • S) (L + S) ψ
      = (f : ℂ) • dot (moment 1 (5586 / 1000) L S) (L + S) ψ) :
    f = 5.586 / (5.586 - 6) ∧ f < -13 := by
  have hj : (3 / 2 : ℂ) = ((2 : ℕ) : ℂ) - 1 / 2 := by norm_num
  rw [hj] at h
  have e := (spin_fraction h hψ 1 (5586 / 1000) f (by norm_num)).1 hf
  have e2 : (f : ℂ) = ((-(931 / 69) : ℝ) : ℂ) := by
    rw [e]
    norm_num
  have e3 : f = -(931 / 69) := Complex.ofReal_injective e2
  rw [e3]
  norm_num
```

## An explicit p-wave state

The case $l=1$, $j=\tfrac12$ can be written out with matrices. The orbital matrices act on the Cartesian components $x,y,z$, and the spin matrices are half the Pauli matrices.

```lean
/-- The Cartesian matrices of orbital angular momentum one. -/
def orb : Fin 3 → Matrix (Fin 3) (Fin 3) ℂ :=
  ![!![0, 0, 0; 0, 0, -I; 0, I, 0], !![0, 0, I; 0, 0, 0; -I, 0, 0],
    !![0, -I, 0; I, 0, 0; 0, 0, 0]]

/-- The spin matrices of spin one half. -/
def spn : Fin 3 → Matrix (Fin 2) (Fin 2) ℂ :=
  ![!![0, 1 / 2; 1 / 2, 0], !![0, -I / 2; I / 2, 0], !![1 / 2, 0; 0, -1 / 2]]
```

A spinor is a $3\times2$ matrix. Orbital operators multiply it from the left; spin operators act on its column index, hence the transpose on the right.

```lean
/-- Orbital operators on p-wave spinors, whose rows are orbital and columns spin components. -/
def pL (k : Fin 3) : Module.End ℂ (Matrix (Fin 3) (Fin 2) ℂ) where
  toFun ψ := orb k * ψ
  map_add' := Matrix.mul_add _
  map_smul' c ψ := Matrix.mul_smul _ c ψ

/-- Spin operators on p-wave spinors. -/
def pS (k : Fin 3) : Module.End ℂ (Matrix (Fin 3) (Fin 2) ℂ) where
  toFun ψ := ψ * (spn k)ᵀ
  map_add' ψ φ := Matrix.add_mul ψ φ _
  map_smul' c ψ := Matrix.smul_mul c ψ _
```

The chosen state has squared norm 3, so the normalised state is `pState` divided by $\sqrt3$.

```lean
/-- A p-wave spinor with entries `(0, 1)`, `(0, i)`, `(1, 0)` along x, y, z. -/
def pState : Matrix (Fin 3) (Fin 2) ℂ := !![0, 1; 0, I; 1, 0]
```

The commutators are checked entry by entry, with `k + 1` and `k + 2` taken cyclically.

```lean
/-- The orbital and spin matrices obey the angular momentum commutation relations. -/
theorem matrix_commutators :
    (∀ k, orb k * orb (k + 1) - orb (k + 1) * orb k = I • orb (k + 2)) ∧
    (∀ k, spn k * spn (k + 1) - spn (k + 1) * spn k = I • spn (k + 2)) := by
  constructor
  · intro k
    fin_cases k <;> ext a b <;> fin_cases a <;> fin_cases b <;> apply Complex.ext <;>
      simp [orb]
  · intro k
    fin_cases k <;> ext a b <;> fin_cases a <;> fin_cases b <;> apply Complex.ext <;>
      simp [spn] <;> norm_num
```

The final theorem shows that `pState` is a nonzero coupled state. Left and right multiplication commute by associativity. Direct evaluation gives $L^2=2$, $S^2=\tfrac34$ and $L\cdot S=-1$ on the state, so $J^2=2+\tfrac34-2=\tfrac34$, as required for $j=\tfrac12$. The last two parts carry the matrix commutators over to the operators.

```lean
set_option maxHeartbeats 400000 in
/-- The spinor `pState` is a nonzero coupled state with `l = 1` and `j = 1/2`, and its orbital
and spin operators obey the angular momentum commutation relations. -/
theorem coupledState_witness :
    IsCoupledState pL pS 1 (1 / 2) pState ∧ pState ≠ 0 ∧
    (∀ k, pL k * pL (k + 1) - pL (k + 1) * pL k = I • pL (k + 2)) ∧
    (∀ k, pS k * pS (k + 1) - pS (k + 1) * pS k = I • pS (k + 2)) := by
  obtain ⟨hL, hS⟩ := matrix_commutators
  have hc : ∀ i k, Commute (pL i) (pS k) := by
    intro i k
    show pL i * pS k = pS k * pL i
    refine LinearMap.ext fun ψ => ?_
    show orb i * (ψ * (spn k)ᵀ) = orb i * ψ * (spn k)ᵀ
    rw [Matrix.mul_assoc]
  -- the operators in components
  have aL : ∀ k ψ a s, pL k ψ a s = ∑ b, orb k a b * ψ b s := by
    intro k ψ a s
    show (orb k * ψ) a s = _
    simp only [Matrix.mul_apply]
  have aS : ∀ k ψ a s, pS k ψ a s = ∑ t, ψ a t * spn k s t := by
    intro k ψ a s
    show (ψ * (spn k)ᵀ) a s = _
    simp only [Matrix.mul_apply, Matrix.transpose_apply]
  have hLL : dot pL pL pState = (2 : ℂ) • pState := by
    ext a s
    simp only [dot, Fin.sum_univ_three, LinearMap.add_apply, Module.End.mul_apply,
      Matrix.add_apply, aL]
    fin_cases a <;> fin_cases s <;> apply Complex.ext <;> simp [orb, pState] <;> norm_num
  have hSS : dot pS pS pState = (3 / 4 : ℂ) • pState := by
    ext a s
    simp only [dot, Fin.sum_univ_three, LinearMap.add_apply, Module.End.mul_apply,
      Matrix.add_apply, aS, Fin.sum_univ_two]
    fin_cases a <;> fin_cases s <;> apply Complex.ext <;> simp [spn, pState] <;> norm_num
  have hLS : dot pL pS pState = (-1 : ℂ) • pState := by
    ext a s
    simp only [dot, Fin.sum_univ_three, LinearMap.add_apply, Module.End.mul_apply,
      Matrix.add_apply, aL, aS, Fin.sum_univ_two]
    fin_cases a <;> fin_cases s <;> apply Complex.ext <;> simp [orb, spn, pState] <;> norm_num
  refine ⟨⟨hc, ?_, hSS, ?_⟩, ?_, fun k => ?_, fun k => ?_⟩
  · rw [hLL]
    norm_num
  · have e := LinearMap.congr_fun (moment_dot_total hc 1 1) pState
    simp only [moment, one_smul, LinearMap.add_apply, LinearMap.smul_apply, hLL, hSS, hLS] at e
    rw [e]
    module
  · intro h
    have h1 := congrFun (congrFun h 0) 1
    simp [pState] at h1
  · refine LinearMap.ext fun ψ => ?_
    show orb k * (orb (k + 1) * ψ) - orb (k + 1) * (orb k * ψ) = I • (orb (k + 2) * ψ)
    rw [← Matrix.mul_assoc, ← Matrix.mul_assoc, ← Matrix.sub_mul, hL, Matrix.smul_mul]
  · refine LinearMap.ext fun ψ => ?_
    show ψ * (spn (k + 1))ᵀ * (spn k)ᵀ - ψ * (spn k)ᵀ * (spn (k + 1))ᵀ
      = I • (ψ * (spn (k + 2))ᵀ)

    rw [Matrix.mul_assoc, Matrix.mul_assoc, ← Matrix.mul_sub, ← Matrix.transpose_mul,
      ← Matrix.transpose_mul, ← Matrix.transpose_sub, hS, Matrix.transpose_smul,
      Matrix.mul_smul]

end

end SchmidtMoment
```

```lean
#print axioms SchmidtMoment.moment_aligned
#print axioms SchmidtMoment.g_factor_antialigned
#print axioms SchmidtMoment.spin_fraction_d_proton
```

```
'SchmidtMoment.moment_aligned' depends on axioms: [propext, Classical.choice, Quot.sound]
'SchmidtMoment.g_factor_antialigned' depends on axioms: [propext, Classical.choice, Quot.sound]
'SchmidtMoment.spin_fraction_d_proton' depends on axioms: [propext, Classical.choice, Quot.sound]
```
